# The field-shifted oscillator Gaussian has an energy quadratic in the field, but its amplitude is at no point a polynomial in the field

In units with $\hbar=m=\omega=1$, a harmonic oscillator in a uniform field $F$ has the Hamiltonian $H_F\psi=-\tfrac12\psi''+(\tfrac12x^2+Fx)\psi$, and the state considered here is the real, unnormalised Gaussian $\psi_F(x)=\exp(-x^2/2-Fx-F^2/4)$. A bound state of energy $E$ means a nonzero, twice continuously differentiable, square-integrable real function $\psi$ with $H_F\psi=E\psi$ at every $x$.

In Lean 4 with Mathlib:

```lean
import Mathlib

open MeasureTheory Filter Topology

namespace OscillatorInField

noncomputable section

/-- The oscillator Hamiltonian in a uniform field `F`, in units with `ħ = m = ω = 1`:
`H ψ = -ψ''/2 + (x²/2 + F x) ψ`. -/
def hamiltonian (F : ℝ) (ψ : ℝ → ℝ) (x : ℝ) : ℝ :=
  -(deriv (deriv ψ) x) / 2 + (x ^ 2 / 2 + F * x) * ψ x

/-- A real bound state of energy `E` in the field `F`: a nonzero, twice continuously
differentiable, square-integrable solution of the stationary Schrödinger equation. -/
structure IsBoundState (F E : ℝ) (ψ : ℝ → ℝ) : Prop where
  smooth : ContDiff ℝ 2 ψ
  nonzero : ∃ x, ψ x ≠ 0
  integrable : Integrable (fun x => ψ x ^ 2)
  eigen : ∀ x, hamiltonian F ψ x = E * ψ x

/-- The field-shifted Gaussian `exp(-x²/2 - F x - F²/4)`. -/
def state (F x : ℝ) : ℝ := Real.exp (-x ^ 2 / 2 - F * x - F ^ 2 / 4)

/-- The `n`-th derivative of the amplitude at `x` with respect to the field, taken at `F`. -/
def fieldDeriv (n : ℕ) (x F : ℝ) : ℝ := iteratedDeriv n (fun G => state G x) F

/-- The state correction of order `n`: the coefficient of `F ^ n` in the Taylor series of the
amplitude at `x` about zero field. -/
def correction (n : ℕ) (x : ℝ) : ℝ := fieldDeriv n x 0 / (n.factorial : ℝ)

/-- Displacing any bound state of the free oscillator by the field gives a bound state in the
field, with energy lowered by `F²/2`. -/
theorem displaced_boundState {E : ℝ} {φ : ℝ → ℝ} (h : IsBoundState 0 E φ) (F : ℝ) :
    IsBoundState F (E - F ^ 2 / 2) (fun x => φ (x + F)) where
  smooth := h.smooth.comp (contDiff_id.add contDiff_const)
  nonzero := by
    obtain ⟨x, hx⟩ := h.nonzero
    exact ⟨x - F, by simpa using hx⟩
  integrable := h.integrable.comp_add_right F
  eigen := by
    intro x
    have h1 : deriv (fun y => φ (y + F)) = fun y => deriv φ (y + F) := by
      funext y
      exact deriv_comp_add_const ..
    have h2 : deriv (fun y => deriv φ (y + F)) x = deriv (deriv φ) (x + F) :=
      deriv_comp_add_const ..
    have h3 := h.eigen (x + F)
    simp only [hamiltonian] at h3 ⊢
    rw [h1, h2]
    -- completing the square in the potential
    linear_combination h3

/-- The position derivative of the shifted Gaussian is `-(x + F)` times the Gaussian. -/
theorem hasDerivAt_position (F x : ℝ) :
    HasDerivAt (state F) (-(x + F) * state F x) x := by
  have h : HasDerivAt (fun y : ℝ => -y ^ 2 / 2 - F * y - F ^ 2 / 4) (-(x + F)) x := by
    have h1 := ((hasDerivAt_pow 2 x).fun_neg.div_const 2).fun_sub
      ((hasDerivAt_id' x).const_mul F)
    exact (h1.sub_const (F ^ 2 / 4)).congr_deriv (by norm_num; ring)
  exact h.exp.congr_deriv (by simp only [state]; ring)

/-- The field derivative of the shifted Gaussian is `-(x + F/2)` times the Gaussian. -/
theorem hasDerivAt_field (x F : ℝ) :
    HasDerivAt (fun G => state G x) (-(x + F / 2) * state F x) F := by
  have h : HasDerivAt (fun G : ℝ => -x ^ 2 / 2 - G * x - G ^ 2 / 4) (-(x + F / 2)) F := by
    have h1 := ((hasDerivAt_id' F).mul_const x).const_sub (-x ^ 2 / 2)
    exact (h1.fun_sub ((hasDerivAt_pow 2 F).div_const 4)).congr_deriv (by norm_num; ring)
  exact h.exp.congr_deriv (by simp only [state]; ring)

/-- The overlap integral of the unnormalised Gaussians `state 0` and `state F` equals `√π` for every
field `F`. -/
theorem overlap_with_unperturbed (F : ℝ) :
    ∫ x, state 0 x * state F x = Real.sqrt Real.pi := by
  have h : (fun x => state 0 x * state F x)
      = fun x => Real.exp (-1 * (x + F / 2) ^ 2) := by
    funext x
    simp only [state]
    rw [← Real.exp_add]
    congr 1
    ring
  rw [h, integral_add_right_eq_self (fun x : ℝ => Real.exp (-1 * x ^ 2)) (F / 2),
    integral_gaussian, div_one]

/-- Successive field derivatives of the amplitude obey a three-term recursion. -/
theorem fieldDeriv_recursion (x : ℝ) (n : ℕ) (F : ℝ) :
    fieldDeriv (n + 2) x F
      = -(x + F / 2) * fieldDeriv (n + 1) x F - ((n : ℝ) + 1) / 2 * fieldDeriv n x F := by
  have hs : ∀ (m : ℕ) (G : ℝ), HasDerivAt (fieldDeriv m x) (fieldDeriv (m + 1) x G) G := by
    intro m G
    have hc : ContDiff ℝ ((m + 1 : ℕ) : WithTop ℕ∞) (fun G => state G x) := by
      unfold state
      fun_prop
    have hd := hc.differentiable_iteratedDeriv m (by exact_mod_cast Nat.lt_succ_self m)
    have h := (hd G).hasDerivAt
    rw [← iteratedDeriv_succ] at h
    exact h
  have hlin : ∀ G : ℝ, HasDerivAt (fun K : ℝ => -(x + K / 2)) (-(1 / 2)) G := fun G =>
    (((hasDerivAt_id' G).div_const 2).const_add x).fun_neg
  induction n generalizing F with
  | zero =>
    have h1 : ∀ G, fieldDeriv 1 x G = -(x + G / 2) * fieldDeriv 0 x G := by
      intro G
      simp only [fieldDeriv, iteratedDeriv_one, iteratedDeriv_zero]
      exact (hasDerivAt_field x G).deriv
    have h2 := ((hlin F).fun_mul (hs 0 F)).congr_of_eventuallyEq (Eventually.of_forall h1)
    have h3 : fieldDeriv 2 x F
        = -(1 / 2) * fieldDeriv 0 x F + -(x + F / 2) * fieldDeriv 1 x F := (hs 1 F).unique h2
    simp only [zero_add, Nat.cast_zero]
    linear_combination h3
  | succ n ih =>
    -- differentiate the recursion of the previous order
    have h2 := (((hlin F).fun_mul (hs (n + 1) F)).fun_sub
      ((hs n F).const_mul (((n : ℝ) + 1) / 2))).congr_of_eventuallyEq (Eventually.of_forall ih)
    have h3 := (hs (n + 2) F).unique h2
    push_cast
    linear_combination h3

/-- At every point, of any two consecutive state corrections at least one is nonzero. -/
theorem consecutive_corrections (x : ℝ) (n : ℕ) :
    correction n x ≠ 0 ∨ correction (n + 1) x ≠ 0 := by
  have key : ∀ m : ℕ, fieldDeriv m x 0 = 0 → fieldDeriv (m + 1) x 0 ≠ 0 := by
    intro m
    induction m with
    | zero =>
      intro h
      simp only [fieldDeriv, iteratedDeriv_zero] at h
      exact absurd h (Real.exp_pos _).ne'
    | succ m ih =>
      intro h1 h2
      -- two consecutive zeros force a zero one order lower
      have hr := fieldDeriv_recursion x m 0
      have h3 : ((m : ℝ) + 1) / 2 * fieldDeriv m x 0 = 0 := by
        linear_combination hr - h2 - x * h1
      have hm : ((m : ℝ) + 1) / 2 ≠ 0 := by positivity
      exact ih ((mul_eq_zero.mp h3).resolve_left hm) h1
  by_cases h : fieldDeriv n x 0 = 0
  · exact Or.inr (div_ne_zero (key n h) (by positivity))
  · exact Or.inl (div_ne_zero h (by positivity))

/-- No nonvanishing field-dependent normalisation `c F` makes the amplitudes at two different
points both polynomial in the field. -/
theorem no_polynomial_normalisation (c : ℝ → ℝ) (hc : ∀ F, c F ≠ 0) {x y : ℝ} (hxy : x ≠ y) :
    ¬ ∃ P Q : Polynomial ℝ, ∀ F, c F * state F x = P.eval F ∧ c F * state F y = Q.eval F := by
  have key : ∀ x y : ℝ, y < x → ∀ P Q : Polynomial ℝ, (∀ F, c F * state F x = P.eval F) →
      (∀ F, c F * state F y = Q.eval F) → False := by
    intro x y h P Q hP hQ
    have hd : x - y ≠ 0 := (sub_pos.mpr h).ne'
    -- measure the field in units of the inverse distance
    let s : Polynomial ℝ := Polynomial.C (x - y)⁻¹ * Polynomial.X
    have hlim := (Polynomial.tendsto_div_exp_atTop (Q.comp s)).const_mul
      (Real.exp (-(x ^ 2 - y ^ 2) / 2))
    rw [mul_zero] at hlim
    have hP0 : Tendsto (fun t => (P.comp s).eval t) atTop (𝓝 0) := by
      refine hlim.congr fun t => ?_
      have ht : (x - y) * ((x - y)⁻¹ * t) = t := mul_inv_cancel_left₀ hd t
      have e : state ((x - y)⁻¹ * t) x = Real.exp (-(x ^ 2 - y ^ 2) / 2)
          * state ((x - y)⁻¹ * t) y * Real.exp (-t) := by
        simp only [state]
        rw [← Real.exp_add, ← Real.exp_add]
        congr 1
        linear_combination (-1) * ht
      simp only [s, Polynomial.eval_comp, Polynomial.eval_mul, Polynomial.eval_C,
        Polynomial.eval_X]
      rw [← hP, ← hQ, e, Real.exp_neg t]
      ring
    have hz : P.comp s = 0 :=
      Polynomial.leadingCoeff_eq_zero.mp ((P.comp s).tendsto_nhds_iff.mp hP0).1
    have h0 : P.eval 0 = 0 := by
      have h1 := congrArg (Polynomial.eval 0) hz
      simpa [s, Polynomial.eval_comp] using h1
    exact mul_ne_zero (hc 0) (Real.exp_pos _).ne' ((hP 0).trans h0)
  rintro ⟨P, Q, h⟩
  rcases lt_or_gt_of_ne hxy with hlt | hgt
  · exact key y x hlt Q P (fun F => (h F).2) (fun F => (h F).1)
  · exact key x y hgt P Q (fun F => (h F).1) (fun F => (h F).2)

/-- The shifted Gaussian is a bound state in the field `F` with energy `1/2 - F²/2`. -/
theorem state_isBoundState (F : ℝ) : IsBoundState F (1 / 2 - F ^ 2 / 2) (state F) where
  smooth := by
    change ContDiff ℝ 2 (fun x : ℝ => Real.exp (-x ^ 2 / 2 - F * x - F ^ 2 / 4))
    fun_prop
  nonzero := ⟨0, (Real.exp_pos _).ne'⟩
  integrable := by
    have h := ((integrable_exp_neg_mul_sq (one_pos : (0 : ℝ) < 1)).comp_add_right F).const_mul
      (Real.exp (F ^ 2 / 2))
    refine h.congr (ae_of_all _ fun x => ?_)
    simp only [state]
    rw [← Real.exp_add, ← Real.exp_nat_mul]
    congr 1
    push_cast
    ring
  eigen := by
    intro x
    have h1 : deriv (state F) = fun y => -(y + F) * state F y :=
      funext fun y => (hasDerivAt_position F y).deriv
    have h2 := (((hasDerivAt_id' x).add_const F).fun_neg).fun_mul (hasDerivAt_position F x)
    rw [hamiltonian, h1, h2.deriv]
    ring

/-- In every field `F` the shifted Gaussian is a bound state whose energy `1/2 - F²/2` is
quadratic in the field, while at no point is its amplitude a polynomial in the field. -/
theorem energy_terminates_state_does_not :
    (∀ F, IsBoundState F (1 / 2 - F ^ 2 / 2) (state F)) ∧
      ∀ x, ¬ ∃ P : Polynomial ℝ, ∀ F, state F x = P.eval F := by
  refine ⟨state_isBoundState, ?_⟩
  rintro x ⟨P, hP⟩
  -- the amplitude at a fixed point dies out in a strong field
  have hlim := Real.tendsto_exp_neg_atTop_nhds_zero.const_mul (Real.exp (x ^ 2 / 2 + 1 - 2 * x))
  rw [mul_zero] at hlim
  have h0 : Tendsto (fun F => state F x) atTop (𝓝 0) := by
    refine squeeze_zero (fun F => (Real.exp_pos _).le) (fun F => ?_) hlim
    rw [← Real.exp_add]
    exact Real.exp_le_exp.mpr (by nlinarith [sq_nonneg (F / 2 + x - 1)])
  have hz : P = 0 :=
    Polynomial.leadingCoeff_eq_zero.mp (P.tendsto_nhds_iff.mp (h0.congr hP)).1
  have h1 := hP 0
  rw [hz, Polynomial.eval_zero] at h1
  exact (Real.exp_pos _).ne' h1

end

end OscillatorInField
```

```lean
#print axioms OscillatorInField.overlap_with_unperturbed
-- 'OscillatorInField.overlap_with_unperturbed' depends on axioms: [propext, Classical.choice, Quot.sound]
#print axioms OscillatorInField.consecutive_corrections
-- 'OscillatorInField.consecutive_corrections' depends on axioms: [propext, Classical.choice, Quot.sound]
#print axioms OscillatorInField.no_polynomial_normalisation
-- 'OscillatorInField.no_polynomial_normalisation' depends on axioms: [propext, Classical.choice, Quot.sound]
#print axioms OscillatorInField.energy_terminates_state_does_not
-- 'OscillatorInField.energy_terminates_state_does_not' depends on axioms: [propext, Classical.choice, Quot.sound]
```

## The oscillator, the field and the normalisation

The number $F$ is the coefficient of $x$ in the potential. For a charge $q$ in an electric field $\mathcal E$ it stands for $-q\mathcal E$, measured in units of $\sqrt{m\hbar\omega^3}$. In the file, `hamiltonian F ψ x` is the value of $H_F\psi$ at $x$, `state F x` is $\psi_F(x)$, and `IsBoundState F E ψ` collects the four conditions on a bound state. Requiring two continuous derivatives ensures that `deriv (deriv ψ)` is the true second derivative.

The factor $e^{-F^2/4}$ in $\psi_F$ fixes the normalisation. Since

$$\psi_0(x)\,\psi_F(x)=e^{-x^2-Fx-F^2/4}=e^{-(x+F/2)^2},$$

a shift of the integration variable gives $\int\psi_0\psi_F\,dx=\sqrt\pi$ for every $F$. This is `overlap_with_unperturbed`, and its proof takes the same two steps. If both functions are multiplied by $\pi^{-1/4}$, so that $\psi_0$ has unit norm, the overlap is 1: this is intermediate normalisation. If each state is given unit norm separately, the overlap is $e^{-F^2/4}$.

## What is claimed about energy and state

The theorem `energy_terminates_state_does_not` has two parts. For every real $F$, $\psi_F$ is a bound state with energy $\tfrac12-\tfrac12F^2$. For every real $x$, no real polynomial $P$ satisfies $\psi_F(x)=P(F)$ for all $F$. The energy therefore has no terms beyond second order in the field, while the amplitude is not a finite sum of powers of $F$ at any point.

Three other theorems extend this contrast.

- `displaced_boundState` says that if $\varphi$ is a bound state of the free oscillator with energy $E$, then $\varphi(x+F)$ is a bound state in the field with energy $E-F^2/2$. The quadratic shift is thus the same for every level.
- `consecutive_corrections` concerns the state corrections, defined as the Taylor coefficients of $\psi_F(x)$ in $F$ at $F=0$. At each $x$, of any two consecutive orders at least one is nonzero.
- `no_polynomial_normalisation` allows $\psi_F$ to be multiplied by any nonvanishing function $c(F)$, continuous or not. At two different points, the rescaled amplitudes are never both polynomials in $F$.

Two points are needed in the last statement, because the choice $c(F)=1/\psi_F(x)$ makes the amplitude at one given $x$ constant.

The theorems treat one particle in one dimension with a purely harmonic potential. They neither list the levels of the free oscillator nor identify $\psi_F$ as the lowest state, and they define the corrections through the known solution instead of deriving them from the order-by-order perturbation equations.

## Completing the square gives the energy

Differentiating the Gaussian in position gives

$$\psi_F'=-(x+F)\psi_F,\qquad \psi_F''=\big[(x+F)^2-1\big]\psi_F .$$

Hence

$$H_F\psi_F=\Big[\tfrac12-\tfrac12(x+F)^2+\tfrac12x^2+Fx\Big]\psi_F=\Big(\tfrac12-\tfrac12F^2\Big)\psi_F .$$

The first derivative is `hasDerivAt_position`. The `eigen` part of `state_isBoundState` applies the product rule to it and leaves the algebra to `ring`. Square-integrability follows from $\psi_F^2=e^{F^2/2}e^{-(x+F)^2}$, a constant times a shifted Gaussian.

For a general level, set $u=x+F$. The free equation at $u$ reads $-\tfrac12\varphi''(u)+\tfrac12u^2\varphi(u)=E\varphi(u)$, and $\tfrac12u^2=\tfrac12x^2+Fx+\tfrac12F^2$. Moving the constant to the right gives

$$-\tfrac12\varphi''(u)+\big(\tfrac12x^2+Fx\big)\varphi(u)=\big(E-\tfrac12F^2\big)\varphi(u).$$

In `displaced_boundState`, `h1` and `h2` state that differentiation commutes with the shift, `h3` is the free equation at $x+F$, and `linear_combination h3` completes the square.

## A recursion keeps the state corrections alive

Write $D_n(x,F)$ for the $n$-th derivative of $\psi_F(x)$ with respect to $F$, which is `fieldDeriv n x F`. The correction of order $n$ is $D_n(x,0)/n!$. Differentiating once in the field gives `hasDerivAt_field`:

$$D_1=-\big(x+\tfrac12F\big)D_0 .$$

A second differentiation gives $D_2=-(x+\tfrac12F)D_1-\tfrac12D_0$. This is the case $n=0$ of

$$D_{n+2}=-\big(x+\tfrac12F\big)D_{n+1}-\tfrac{n+1}{2}D_n .$$

If this holds for some $n$ and all $F$, differentiating it gives

$$D_{n+3}=-\big(x+\tfrac12F\big)D_{n+2}-\tfrac12D_{n+1}-\tfrac{n+1}{2}D_{n+1},$$

and the last two terms add up to $-\tfrac{n+2}{2}D_{n+1}$, as the next case requires. The induction in `fieldDeriv_recursion` does the same: it differentiates both sides and uses the uniqueness of the derivative.

Now set $F=0$ and suppose that $D_{m+1}$ and $D_{m+2}$ both vanish at some $x$. The recursion leaves $\tfrac{m+1}{2}D_m=0$, so $D_m=0$ as well, and the pair of zeros moves down one order. Repeating the step leads to $D_0(x,0)=\psi_0(x)=0$, which is impossible for an exponential. The statement `key` inside `consecutive_corrections` is this descent, arranged as an induction.

The first corrections are $\psi_0$, $-x\psi_0$ and $(\tfrac12x^2-\tfrac14)\psi_0$. The second of these vanishes at $x=0$, so a single order can indeed be zero at a point.

## Strong fields rule out polynomials

Fix $x$. Expanding the square confirms that

$$\psi_F(x)=e^{x^2/2+1-2x}\,e^{-F}\,e^{-(F/2+x-1)^2}\le e^{x^2/2+1-2x}\,e^{-F}.$$

The amplitude is positive and tends to zero as $F\to+\infty$. A polynomial that tends to zero at infinity is the zero polynomial, but $\psi_0(x)>0$, so no polynomial can equal the amplitude for all $F$. In the main theorem, `squeeze_zero` gives the limit, with the square supplied to `nlinarith` as a hint, and `Polynomial.tendsto_nhds_iff` turns it into a vanishing leading coefficient.

With a free factor $c(F)$ this argument fails, since $c$ may grow. The ratio of two amplitudes does not contain $c$. Take $x>y$ and suppose that $c(F)\psi_F(x)=P(F)$ and $c(F)\psi_F(y)=Q(F)$. Then

$$P(F)=e^{-(x^2-y^2)/2}\,e^{-F(x-y)}\,Q(F).$$

The exponential overwhelms $Q$ as $F\to+\infty$, so $P$ tends to zero and must be the zero polynomial. This contradicts $P(0)=c(0)\psi_0(x)\neq0$. If $x<y$, the two points exchange roles. The proof of `no_polynomial_normalisation` substitutes $F=t/(x-y)$, which turns the exponential into $e^{-t}$ and lets a library limit for polynomials divided by $e^t$ apply.

## Polarisability from finite fields

In this one-particle harmonic model, the second difference $[E(F)-2E(0)+E(-F)]/F^2$ of the exact energies equals $-1$ for every nonzero step $F$. The polarisability is minus the second derivative of the energy with respect to the electric field, here $+1$ in units of $q^2/(m\omega^2)$, so this second difference of exact energies gives it with no truncation error from the step size. That absence says nothing about how many orders the state itself needs.

## The same problem in Hilbert space

The states could also be modelled as vectors in $L^2(\mathbb R)$, with $H_F$ as an unbounded self-adjoint operator on a stated domain. Such vectors have no values at individual points, so "at no $x$ a polynomial in $F$" would become "not a polynomial in $F$ with vector coefficients". The operator's domain would need explicit treatment, and in return questions about the whole spectrum, such as which state is lowest, would have a natural setting.
